# A homogeneous quartic in x, y, z with cubic symmetry has two free coefficients, or one if it satisfies Laplace's equation

Start with degree two. A homogeneous quadratic in $x, y, z$ has six coefficients. The half turn about $z$ sends $(x,y,z)$ to $(-x,-y,z)$, so $xz$ and $yz$ change sign and must be absent from an invariant quadratic. The threefold rotation about [111] replaces $x, y, z$ by $y, z, x$. It turns $xy$ into $yz$, so $xy$ is absent too, and it makes the coefficients of $x^2, y^2, z^2$ equal. What remains is $c\,(x^2+y^2+z^2)$, whose Laplacian is $6c$, so only the zero quadratic is harmonic.

In degree four the same two rotations leave two sums instead of one. Write

$$r^2=x^2+y^2+z^2,\qquad S=x^4+y^4+z^4,\qquad M=x^2y^2+y^2z^2+z^2x^2 .$$

Every invariant homogeneous quartic is $aS+bM$ with real $a, b$. It is harmonic, meaning that its Laplacian vanishes, exactly when $b=-3a$, and it is then a multiple of the crystal-field term $S-\tfrac35 r^4$.

## At fourth order, one crystal-field parameter and two anharmonic ones

In a one-electron crystal-field model whose charges all lie outside the region of interest, the potential there satisfies Laplace's equation. At a site with cubic symmetry its fourth-order part is therefore a single number times $S-\tfrac35r^4$. A code that stores this term needs one parameter, and a fit that misses $b=-3a$ by more than its numerical uncertainty and the effect of neglected higher-order terms signals a mistake or a violated assumption.

A fourth-order energy for displacing an atom from a cubic site need not satisfy Laplace's equation, so it keeps both $a$ and $b$. In either case a symmetrisation routine acting on the 15 coefficients of a general quartic should return something of the form $aS+bM$.

The term is unnormalised here. Integrating its square over the unit sphere gives $64\pi/525$, so the normalised angular function is $\frac{5}{8}\sqrt{21/\pi}\,(S-\tfrac35)$ at $r=1$.

## From fifteen coefficients to two, then to one

Write the quartic as $p=\sum_{i+j+k=4}c_{ijk}\,x^iy^jz^k$.

**Parity.** The half turn multiplies $x^iy^jz^k$ by $(-1)^{i+j}$. Invariance gives $c_{ijk}=(-1)^{i+j}c_{ijk}$, so $c_{ijk}=0$ when $i+j$ is odd.

**Cyclic symmetry.** The threefold rotation turns $x^iy^jz^k$ into $y^iz^jx^k$, so $c_{kij}=c_{ijk}$. If $j+k$ is odd, then $c_{ijk}=c_{jki}=0$ by the parity step. In a surviving monomial $i$, $j$ and $k$ therefore have the same parity. Three odd numbers cannot sum to 4, so all three are even, which leaves the arrangements of $(4,0,0)$ and $(2,2,0)$. Cyclic symmetry gives

$$c_{400}=c_{040}=c_{004}=a,\qquad c_{220}=c_{022}=c_{202}=b,$$

and $p=aS+bM$.

**Converse.** Any permutation of the axes with any sign flips preserves $r^2$ and $S$. Expanding the square gives $r^4=S+2M$, so $M=\tfrac12(r^4-S)$ is preserved as well.

**Laplacian.** Since $\partial_x^2x^4=12x^2$, we have $\Delta S=12r^2$. Since $\Delta(x^2y^2)=2x^2+2y^2$, and each coordinate occurs in two of the three products, $\Delta M=4r^2$. Hence

$$\Delta(aS+bM)=(12a+4b)\,r^2 .$$

At the point $(1,1,1)$ the right-hand side is $3(12a+4b)$, so the Laplacian vanishes identically only if $b=-3a$, and in that case it does vanish.

**Crystal-field form.** From $r^4=S+2M$,

$$S-\tfrac35r^4=\tfrac25S-\tfrac65M=\tfrac25(S-3M),$$

so $a(S-3M)=\tfrac52a\,\bigl(S-\tfrac35r^4\bigr)$.

## The Lean file

```lean
import Mathlib

open MvPolynomial

namespace CubicQuartics

noncomputable section

/-- Real polynomials in the Cartesian coordinates x, y, z. -/
abbrev Poly := MvPolynomial (Fin 3) ℝ

/-- The cubic point-group operation that substitutes `s i * x_(σ i)` for the coordinate `x_i`,
with `σ` a permutation of the axes and `s i = ±1`. -/
def cubicOp (σ : Equiv.Perm (Fin 3)) (s : Fin 3 → ℤˣ) : Poly →ₐ[ℝ] Poly :=
  aeval fun i => C ((s i : ℤ) : ℝ) * X (σ i)

/-- Invariance under the twofold rotation about z and the threefold rotation about [111]. -/
def TetrahedralInvariant (p : Poly) : Prop :=
  cubicOp 1 ![-1, -1, 1] p = p ∧ cubicOp (finRotate 3) 1 p = p

/-- The squared radius x² + y² + z². -/
def radiusSq : Poly := ∑ i, X i ^ 2

/-- The sum of fourth powers x⁴ + y⁴ + z⁴. -/
def quarticSum : Poly := ∑ i, X i ^ 4

/-- The mixed sum x²y² + y²z² + z²x². -/
def mixedSum : Poly := X 0 ^ 2 * X 1 ^ 2 + X 1 ^ 2 * X 2 ^ 2 + X 2 ^ 2 * X 0 ^ 2

/-- The quartic a(x⁴ + y⁴ + z⁴) + b(x²y² + y²z² + z²x²). -/
def invariantQuartic (a b : ℝ) : Poly := a • quarticSum + b • mixedSum

/-- The Laplacian, the sum of the second partial derivatives. -/
def laplacian (p : Poly) : Poly := ∑ i, pderiv i (pderiv i p)

/-- The exponents of the monomial x^i y^j z^k. -/
def expo (i j k : ℕ) : Fin 3 →₀ ℕ := Finsupp.equivFunOnFinite.symm ![i, j, k]

lemma expo_inj (i j k u v w : ℕ) :
    expo i j k = expo u v w ↔ i = u ∧ j = v ∧ k = w := by
  constructor
  · intro h
    exact ⟨by simpa [expo] using DFunLike.congr_fun h 0,
      by simpa [expo] using DFunLike.congr_fun h 1,
      by simpa [expo] using DFunLike.congr_fun h 2⟩
  · rintro ⟨rfl, rfl, rfl⟩
    rfl

lemma monomial_expo (i j k : ℕ) (c : ℝ) :
    monomial (expo i j k) c = C c * (X 0 ^ i * X 1 ^ j * X 2 ^ k) := by
  rw [monomial_eq, Finsupp.prod_pow, Fin.prod_univ_three]
  simp [expo]

/-- A cubic operation permutes the exponents of each monomial and multiplies its coefficient
by the product of the signs raised to the exponents. -/
theorem coeff_cubicOp (σ : Equiv.Perm (Fin 3)) (s : Fin 3 → ℤˣ) (p : Poly) (d : Fin 3 →₀ ℕ) :
    coeff (d.mapDomain σ) (cubicOp σ s p) = (∏ i, ((s i : ℤ) : ℝ) ^ d i) * coeff d p := by
  refine MvPolynomial.induction_on' p ?_ ?_
  · intro u a
    have h : cubicOp σ s (monomial u a) =
        rename σ (monomial u ((∏ i, ((s i : ℤ) : ℝ) ^ u i) * a)) := by
      simp only [cubicOp, monomial_eq, Finsupp.prod_pow, Fin.prod_univ_three, mul_pow, map_mul,
        map_pow, rename_C, rename_X, aeval_C, aeval_X, algebraMap_eq]
      ring
    rw [h, coeff_rename_mapDomain _ σ.injective, coeff_monomial, coeff_monomial]
    split_ifs with hu
    · rw [hu]
    · simp
  · intro p q hp hq
    rw [map_add, coeff_add, hp, hq, coeff_add, mul_add]

set_option maxHeartbeats 400000 in
/-- A homogeneous quartic invariant under the twofold rotation about z and the threefold rotation
about [111] has the form a(x⁴ + y⁴ + z⁴) + b(x²y² + y²z² + z²x²). -/
theorem tetrahedral_quartic {p : Poly} (hp : p.IsHomogeneous 4) (hT : TetrahedralInvariant p) :
    ∃ a b : ℝ, p = invariantQuartic a b := by
  obtain ⟨hC2, hC3⟩ := hT
  -- the twofold rotation removes monomials odd in (x, y) together
  have odd : ∀ i j k, Odd (i + j) → coeff (expo i j k) p = 0 := by
    intro i j k ho
    have h := coeff_cubicOp 1 ![-1, -1, 1] p (expo i j k)
    have e : (expo i j k).mapDomain (1 : Equiv.Perm (Fin 3)) = expo i j k := by
      ext x
      rw [Finsupp.mapDomain_equiv_apply]
      rfl
    have hs : ∏ x, (((![-1, -1, 1] : Fin 3 → ℤˣ) x : ℤ) : ℝ) ^ (expo i j k x)
        = (-1) ^ (i + j) := by
      simp [Fin.prod_univ_three, expo, pow_add]
    rw [hC2, e, hs, ho.neg_one_pow] at h
    linarith
  -- the threefold rotation makes coefficients cyclically symmetric
  have cyc : ∀ i j k, coeff (expo k i j) p = coeff (expo i j k) p := by
    intro i j k
    have h := coeff_cubicOp (finRotate 3) 1 p (expo i j k)
    have e : (expo i j k).mapDomain (finRotate 3) = expo k i j := by
      ext x
      rw [Finsupp.mapDomain_equiv_apply]
      fin_cases x <;> rfl
    rw [hC3, e] at h
    simpa using h
  refine ⟨coeff (expo 4 0 0) p, coeff (expo 2 2 0) p, ?_⟩
  have hR : ∀ a b : ℝ, invariantQuartic a b =
      monomial (expo 4 0 0) a + monomial (expo 0 4 0) a + monomial (expo 0 0 4) a +
      monomial (expo 2 2 0) b + monomial (expo 0 2 2) b + monomial (expo 2 0 2) b := by
    intro a b
    simp only [invariantQuartic, quarticSum, mixedSum, monomial_expo, smul_eq_C_mul,
      Fin.sum_univ_three]
    ring
  rw [hR]
  ext d
  obtain ⟨i, j, k, rfl⟩ : ∃ i j k, d = expo i j k :=
    ⟨d 0, d 1, d 2, by ext x; fin_cases x <;> simp [expo]⟩
  simp only [coeff_add, coeff_monomial, expo_inj]
  by_cases hs : (i = 4 ∧ j = 0 ∧ k = 0) ∨ (i = 0 ∧ j = 4 ∧ k = 0) ∨ (i = 0 ∧ j = 0 ∧ k = 4) ∨
      (i = 2 ∧ j = 2 ∧ k = 0) ∨ (i = 0 ∧ j = 2 ∧ k = 2) ∨ (i = 2 ∧ j = 0 ∧ k = 2)
  · rcases hs with ⟨rfl, rfl, rfl⟩ | ⟨rfl, rfl, rfl⟩ | ⟨rfl, rfl, rfl⟩ | ⟨rfl, rfl, rfl⟩ |
      ⟨rfl, rfl, rfl⟩ | ⟨rfl, rfl, rfl⟩ <;>
    simp [cyc 4 0 0, cyc 0 4 0, cyc 2 2 0, cyc 0 2 2]
  · -- every other coefficient vanishes, by degree or by parity
    have hz : coeff (expo i j k) p = 0 := by
      by_cases hd : i + j + k = 4
      · rcases Nat.even_or_odd (i + j) with ⟨m, hm⟩ | ho
        · rcases Nat.even_or_odd (j + k) with ⟨n, hn⟩ | ho
          · omega
          · rw [cyc j k i]
            exact odd j k i ho
        · exact odd i j k ho
      · apply hp.coeff_eq_zero
        rw [Finsupp.degree_eq_sum, Fin.sum_univ_three]
        simpa [expo] using hd
    have n1 : ¬(4 = i ∧ 0 = j ∧ 0 = k) := by
      rintro ⟨rfl, rfl, rfl⟩
      exact hs (by simp)
    have n2 : ¬(0 = i ∧ 4 = j ∧ 0 = k) := by
      rintro ⟨rfl, rfl, rfl⟩
      exact hs (by simp)
    have n3 : ¬(0 = i ∧ 0 = j ∧ 4 = k) := by
      rintro ⟨rfl, rfl, rfl⟩
      exact hs (by simp)
    have n4 : ¬(2 = i ∧ 2 = j ∧ 0 = k) := by
      rintro ⟨rfl, rfl, rfl⟩
      exact hs (by simp)
    have n5 : ¬(0 = i ∧ 2 = j ∧ 2 = k) := by
      rintro ⟨rfl, rfl, rfl⟩
      exact hs (by simp)
    have n6 : ¬(2 = i ∧ 0 = j ∧ 2 = k) := by
      rintro ⟨rfl, rfl, rfl⟩
      exact hs (by simp)
    rw [hz, if_neg n1, if_neg n2, if_neg n3, if_neg n4, if_neg n5, if_neg n6]
    simp only [add_zero]

lemma cubicOp_evenPower (σ : Equiv.Perm (Fin 3)) (s : Fin 3 → ℤˣ) (n : ℕ) :
    cubicOp σ s (∑ i, X i ^ (2 * n)) = ∑ i, X i ^ (2 * n) := by
  have hs : ∀ i, (C ((s i : ℤ) : ℝ) : Poly) ^ 2 = 1 := by
    intro i
    rcases Int.units_eq_one_or (s i) with h | h <;> simp [h]
  simp only [cubicOp, map_sum, map_pow, aeval_X, mul_pow, pow_mul, hs, one_mul]
  exact Equiv.sum_comp σ (fun i => ((X i : Poly) ^ 2) ^ n)

lemma radiusSq_sq : radiusSq ^ 2 = quarticSum + (2 : ℝ) • mixedSum := by
  simp only [radiusSq, quarticSum, mixedSum, Fin.sum_univ_three, two_smul]
  ring

/-- The quartic a(x⁴ + y⁴ + z⁴) + b(x²y² + y²z² + z²x²) is unchanged by every permutation of the
axes combined with any sign flips. -/
theorem cubicOp_invariantQuartic (σ : Equiv.Perm (Fin 3)) (s : Fin 3 → ℤˣ) (a b : ℝ) :
    cubicOp σ s (invariantQuartic a b) = invariantQuartic a b := by
  have h2 : cubicOp σ s radiusSq = radiusSq := cubicOp_evenPower σ s 1
  have h4 : cubicOp σ s quarticSum = quarticSum := cubicOp_evenPower σ s 2
  have hm : mixedSum = (1 / 2 : ℝ) • (radiusSq ^ 2 - quarticSum) := by
    rw [radiusSq_sq]
    module
  rw [invariantQuartic, hm]
  simp only [map_add, map_smul, map_sub, map_pow, h2, h4]

/-- A polynomial is a homogeneous quartic invariant under all axis permutations and sign flips
if and only if it equals a(x⁴ + y⁴ + z⁴) + b(x²y² + y²z² + z²x²) for some real a and b. -/
theorem cubic_invariant_quartic_iff (p : Poly) :
    (p.IsHomogeneous 4 ∧ ∀ σ s, cubicOp σ s p = p) ↔ ∃ a b : ℝ, p = invariantQuartic a b := by
  constructor
  · rintro ⟨hp, h⟩
    exact tetrahedral_quartic hp ⟨h _ _, h _ _⟩
  · rintro ⟨a, b, rfl⟩
    refine ⟨?_, fun σ s => cubicOp_invariantQuartic σ s a b⟩
    have h4 : quarticSum.IsHomogeneous 4 :=
      IsHomogeneous.sum _ _ _ fun i _ => isHomogeneous_X_pow i 4
    have hx : ∀ i j : Fin 3, (X i ^ 2 * X j ^ 2 : Poly).IsHomogeneous 4 := fun i j =>
      (isHomogeneous_X_pow i 2).mul (isHomogeneous_X_pow j 2)
    have hm : mixedSum.IsHomogeneous 4 := ((hx 0 1).add (hx 1 2)).add (hx 2 0)
    exact (homogeneousSubmodule (Fin 3) ℝ 4).add_mem
      ((homogeneousSubmodule (Fin 3) ℝ 4).smul_mem a h4)
      ((homogeneousSubmodule (Fin 3) ℝ 4).smul_mem b hm)

/-- The Laplacian of a(x⁴ + y⁴ + z⁴) + b(x²y² + y²z² + z²x²) is (12a + 4b) r². -/
theorem laplacian_invariantQuartic (a b : ℝ) :
    laplacian (invariantQuartic a b) = (12 * a + 4 * b) • radiusSq := by
  have d2 : ∀ i, pderiv i (2 : Poly) = 0 := fun i => by
    exact_mod_cast (pderiv i).map_natCast 2
  have d4 : ∀ i, pderiv i (4 : Poly) = 0 := fun i => by
    exact_mod_cast (pderiv i).map_natCast 4
  simp [laplacian, invariantQuartic, quarticSum, mixedSum, radiusSq, Fin.sum_univ_three,
    smul_eq_C_mul, Derivation.leibniz, Derivation.leibniz_pow, pderiv_X, Pi.single_apply, d2, d4]
  have c12 : (C (12 : ℝ) : Poly) = 12 := map_ofNat C 12
  have c4 : (C (4 : ℝ) : Poly) = 4 := map_ofNat C 4
  rw [c12, c4]
  ring

/-- The quartic a(x⁴ + y⁴ + z⁴) + b(x²y² + y²z² + z²x²) is harmonic if and only if b = -3a. -/
theorem harmonic_iff (a b : ℝ) : laplacian (invariantQuartic a b) = 0 ↔ b = -3 * a := by
  rw [laplacian_invariantQuartic]
  constructor
  · intro h
    -- evaluate at the point (1, 1, 1)
    have h1 : (12 * a + 4 * b) * 3 = 0 := by
      simpa [radiusSq] using congrArg (eval fun _ => (1 : ℝ)) h
    linarith
  · intro h
    have h0 : 12 * a + 4 * b = 0 := by linarith
    rw [h0, zero_smul]

/-- A homogeneous quartic invariant under the twofold rotation about z and the threefold rotation
about [111] is harmonic if and only if it is a multiple of x⁴ + y⁴ + z⁴ - (3/5) r⁴. -/
theorem harmonic_iff_crystalField {p : Poly} (hp : p.IsHomogeneous 4)
    (hT : TetrahedralInvariant p) :
    laplacian p = 0 ↔ ∃ c : ℝ, p = c • (quarticSum - (3 / 5 : ℝ) • radiusSq ^ 2) := by
  constructor
  · intro h
    obtain ⟨a, b, rfl⟩ := tetrahedral_quartic hp hT
    rw [(harmonic_iff a b).mp h]
    refine ⟨5 / 2 * a, ?_⟩
    rw [invariantQuartic, radiusSq_sq]
    module
  · rintro ⟨c, rfl⟩
    have h : c • (quarticSum - (3 / 5 : ℝ) • radiusSq ^ 2) =
        invariantQuartic (2 / 5 * c) (-3 * (2 / 5 * c)) := by
      rw [invariantQuartic, radiusSq_sq]
      module
    rw [h]
    exact (harmonic_iff _ _).mpr rfl

end

end CubicQuartics
```

```lean
#print axioms CubicQuartics.cubic_invariant_quartic_iff
-- 'CubicQuartics.cubic_invariant_quartic_iff' depends on axioms: [propext, Classical.choice, Quot.sound]
#print axioms CubicQuartics.harmonic_iff_crystalField
-- 'CubicQuartics.harmonic_iff_crystalField' depends on axioms: [propext, Classical.choice, Quot.sound]
```

## How the Lean statements map to the physics

A `Poly` is a formal polynomial with real coefficients in three variables; the indices 0, 1, 2 stand for $x, y, z$. The polynomials $r^2$, $S$ and $M$ are `radiusSq`, `quarticSum` and `mixedSum`, and `invariantQuartic a b` is $aS+bM$. The `laplacian` is the sum of second formal partial derivatives.

The operation `cubicOp σ s` substitutes $s_i\,x_{\sigma(i)}$ for $x_i$, where $\sigma$ permutes the axes and each $s_i$ is $\pm1$. The six permutations and eight sign choices give the 48 operations of $O_h$, with the coordinate axes along the fourfold axes of the cube. `TetrahedralInvariant` asks for invariance under only two of them, the half turn and the threefold rotation used above. These generate the rotation group $T$, which has 12 elements.

- `tetrahedral_quartic` says that a homogeneous quartic with this weaker invariance is $aS+bM$ for some real $a, b$.
- `cubic_invariant_quartic_iff` says that being a homogeneous quartic invariant under all 48 operations is equivalent to having that form.
- `harmonic_iff` gives the condition $b=-3a$.
- `harmonic_iff_crystalField` says that a $T$-invariant homogeneous quartic is harmonic exactly when it is a real multiple of $S-\tfrac35r^4$.

Since $T$ already forces the form and $O_h$ preserves it, the groups $T$, $T_d$, $T_h$, $O$ and $O_h$ all have the same quartic invariants.

## How the proof follows the coefficients

The general tool is `coeff_cubicOp`: an operation moves each coefficient to the permuted exponents and multiplies it by a sign. It is proved for single monomials and extended to sums by induction.

In `tetrahedral_quartic`, the local facts `odd` and `cyc` are the parity and cyclic steps. The proof writes $aS+bM$ as six monomials and compares coefficients one exponent triple at a time. The six listed triples follow from `cyc`. For any other triple, `hz` shows that the coefficient of $p$ is zero, by degree or by parity, and `omega` checks that no other triple with sum 4 has both $i+j$ and $j+k$ even.

For the converse, `cubicOp_evenPower` handles $r^2$ and $S$ together, because squaring removes the signs and a permutation only reorders the sum. `radiusSq_sq` is the expansion of $r^4$, which carries the invariance over to $M$. In `laplacian_invariantQuartic`, `simp` applies the product and power rules and `ring` collects the terms. `harmonic_iff` evaluates at $(1,1,1)$, as above. The last theorem uses the multiplier $\tfrac52a$ in one direction and $a=\tfrac25c$ in the other.

## Exact polynomials of degree four, in cube-aligned axes

The theorems concern exact real coefficients. In a floating-point code rounding can break $b=-3a$ slightly, so a numerical test of it should allow a tolerance, which has to be chosen separately. A quartic given in rotated axes must first be transformed to the cube axes. Both the symmetry of the site and the absence of charge in the region are inputs, and the size and sign of the crystal-field parameter are left open.

The restriction to degree four matters. The polynomial $xyz$ is unchanged by the half turn, because two signs cancel, and by the threefold rotation; it is also harmonic. Yet it is no multiple of $S-\tfrac35r^4$, so `harmonic_iff_crystalField` would be false without the hypothesis `p.IsHomogeneous 4`. Exchanging $x$ and $y$ preserves $xyz$ too, so the potential at a $T_d$ site can contain this cubic term alongside the quartic one. By parity the cubic term has no matrix elements between orbitals of the same $l$ centred on the site, so a model restricted to a single d or f shell can leave it out.

The quartic could also have been modelled as a function on $\mathbb R^3$, with the Laplacian defined by limits. The classification would be the same, since a real polynomial is determined by its values. The proof would then need that fact before comparing coefficients, and would have to compute analytic derivatives; in return, the statement would speak directly about the potential that a code evaluates at points.
